# RESP charges are unique for any design matrix if every atom has the same restraint, with positive strength and width

Atomic point charges for a force field are often fitted to the electrostatic potential that a quantum-chemical calculation gives at probe points around a molecule. Buried atoms have little separate influence on that potential, and with too few probe points many charge sets fit equally well. RESP adds a hyperbolic restraint that pulls the charges towards zero. Does the restrained fit then have a single answer, even when the potential alone doesn't determine the charges?

Let $q_i$ be the charge of atom $i$, $v_k$ the reference potential at probe point $k$, and $A_{ki}$ the potential there of a unit charge on atom $i$, which in atomic units is the inverse of the distance between the two. The objective is

$$F(q)=\sum_k\big((Aq)_k-v_k\big)^2+a\sum_i\Big(\sqrt{q_i^2+b^2}-b\Big).$$

The strength $a$ sets the weight of the restraint against the misfit. The width $b$ is the charge scale at which the penalty passes from roughly quadratic to roughly linear. For $a,b>0$, at least one atom, and any real $A$, $v$ and total charge $Q$, exactly one $q$ with $\sum_i q_i=Q$ minimises $F$.

## Equal gradients as a convergence criterion

The restraint makes the stationarity equations nonlinear, so a code solves them iteratively. The minimiser is characterised by its total charge and by equal values on all atoms of

$$g_i=2\sum_k\big((Aq)_k-v_k\big)A_{ki}+\frac{a\,q_i}{\sqrt{q_i^2+b^2}}.$$

The common value is the Lagrange multiplier of the total charge, up to its sign convention. The spread of the $g_i$ is therefore a natural residual. When all atoms are restrained with the same $a$ and $b$, two runs from different starting charges that both solve these equations have found the same charges, even if the columns of $A$ are linearly dependent.

## From tangent lines to a single minimum

**The hyperbola.** Take $x\ne y$ and put $s=\sqrt{x^2+b^2}$, $t=\sqrt{y^2+b^2}$. Then

$$s^2t^2-(xy+b^2)^2=b^2(x-y)^2>0,$$

so $xy+b^2<st$. Since $s^2+x(y-x)=xy+b^2$, division by $s$ gives

$$s+\frac{x}{s}(y-x)=\frac{xy+b^2}{s}<t.$$

The hyperbola lies strictly above its tangents away from the point of contact.

**The objective.** Write $r=Aq-v$ and $d=p-q$. For the misfit,

$$\sum_k(r_k+(Ad)_k)^2\ge\sum_k r_k^2+2\sum_k r_k(Ad)_k .$$

If $p\neq q$, at least one charge differs, and its hyperbola makes the total inequality strict. Exchanging the sums over $k$ and $i$ in the linear term gives

$$F(p)>F(q)+\sum_i g_i\,(p_i-q_i).$$

**Stationarity.** For any change $d$, the chain rule gives

$$\frac{d}{dt}F(q+td)\Big|_{t=0}=\sum_k 2r_k(Ad)_k+a\sum_i\frac{q_i d_i}{\sqrt{q_i^2+b^2}}=\sum_i g_i d_i .$$

At a minimiser this vanishes whenever $\sum_i d_i=0$. Moving charge from atom $j$ to atom $i$ gives $g_i=g_j$. Conversely, if every $g_i$ equals $\lambda$ and $p$ also has total $Q$, the linear term in the tangent inequality is $\lambda(Q-Q)=0$. Hence $F(p)>F(q)$ for every such $p\ne q$, which also proves uniqueness.

**Existence.** The misfit and every restraint term are nonnegative, so

$$|p_i|-b\le\sqrt{p_i^2+b^2}-b\le F(p)/a .$$

Let $q_0$ carry all the charge $Q$ on one atom. Every $p$ with $F(p)\le F(q_0)$ lies in the box $|p_i|\le R=F(q_0)/a+b$. The part of this box with total charge $Q$ is compact and contains $q_0$, so the continuous $F$ has a minimum there. Points outside the box have $F>F(q_0)$ and can't improve on it.

**Symmetry.** If permuting atoms and probe points together leaves $A$ and $v$ unchanged, permuting the optimal charges changes neither $F$ nor the total. By uniqueness the permuted charges are the original ones, so atoms related by the symmetry have equal charges.

**Zero width.** For $b=0$, take two atoms at unit distance from one probe point, with $Q=1$. Under this constraint

$$F=(1-v_0)^2+a(|q_0|+|q_1|)\ge(1-v_0)^2+a,$$

where $q_0,q_1$ are now the two charges. Both $(1,0)$ and $(0,1)$ reach the bound, so uniqueness for every $A$ fails once $b=0$ is allowed.

## The Lean source

```lean
import Mathlib

open Matrix

namespace RESPCharges

noncomputable section

variable {m n : Type*} [Fintype m] [Fintype n]

/-- Squared deviation between the potential `A q` of the atomic charges `q` and the
reference potential `v`, summed over the probe points. -/
def misfit (A : Matrix m n ℝ) (v : m → ℝ) (q : n → ℝ) : ℝ :=
  ∑ k, ((A *ᵥ q) k - v k) ^ 2

/-- Hyperbolic restraint of strength `a` and width `b` on the atomic charges. -/
def restraint (a b : ℝ) (q : n → ℝ) : ℝ :=
  a * ∑ i, (√(q i ^ 2 + b ^ 2) - b)

/-- The RESP objective: misfit of the potential plus hyperbolic restraint. -/
def objective (A : Matrix m n ℝ) (v : m → ℝ) (a b : ℝ) (q : n → ℝ) : ℝ :=
  misfit A v q + restraint a b q

/-- `q` is a set of RESP charges: it has total charge `Q` and minimises the objective
among all charges with that total. -/
def IsRESP (A : Matrix m n ℝ) (v : m → ℝ) (Q a b : ℝ) (q : n → ℝ) : Prop :=
  ∑ i, q i = Q ∧ ∀ p : n → ℝ, ∑ i, p i = Q → objective A v a b q ≤ objective A v a b p

/-- Formula for the derivative of the objective with respect to the charge of atom `i`,
for `b ≠ 0`. -/
def chargeGradient (A : Matrix m n ℝ) (v : m → ℝ) (a b : ℝ) (q : n → ℝ) (i : n) : ℝ :=
  2 * (∑ k, ((A *ᵥ q) k - v k) * A k i) + a * (q i / √(q i ^ 2 + b ^ 2))

/-- For `b > 0` the hyperbola `√(x² + b²)` lies strictly above each of its tangents,
except at the point of contact. -/
theorem hyperbola_tangent {b x y : ℝ} (hb : 0 < b) (hxy : x ≠ y) :
    √(x ^ 2 + b ^ 2) + x / √(x ^ 2 + b ^ 2) * (y - x) < √(y ^ 2 + b ^ 2) := by
  have hs : 0 < √(x ^ 2 + b ^ 2) := by positivity
  have ht : 0 < √(y ^ 2 + b ^ 2) := by positivity
  have hs2 := Real.sq_sqrt (show 0 ≤ x ^ 2 + b ^ 2 by positivity)
  have ht2 := Real.sq_sqrt (show 0 ≤ y ^ 2 + b ^ 2 by positivity)
  set s := √(x ^ 2 + b ^ 2)
  set t := √(y ^ 2 + b ^ 2)
  -- strict Cauchy-Schwarz for the vectors (x, b) and (y, b)
  have key : x * y + b ^ 2 < s * t := by
    refine lt_of_pow_lt_pow_left₀ 2 (by positivity) ?_
    rw [mul_pow, hs2, ht2]
    have h : 0 < b ^ 2 * (x - y) ^ 2 :=
      mul_pos (pow_pos hb 2)
        (lt_of_le_of_ne (sq_nonneg _) (pow_ne_zero 2 (sub_ne_zero.2 hxy)).symm)
    nlinarith
  have hc : x / s * s = x := div_mul_cancel₀ x hs.ne'
  have e : s + x / s * (y - x) = (x * y + b ^ 2) / s := by
    rw [eq_div_iff hs.ne']
    linear_combination hs2 + (y - x) * hc
  rw [e, div_lt_iff₀ hs]
  linarith

/-- The formula `chargeGradient` paired with a change `d` of the charges, with its misfit part
written through the change `A d` of the potential. -/
theorem gradient_pairing (A : Matrix m n ℝ) (v : m → ℝ) (a b : ℝ) (q d : n → ℝ) :
    ∑ i, chargeGradient A v a b q i * d i =
      ∑ k, 2 * ((A *ᵥ q) k - v k) * (A *ᵥ d) k +
        a * ∑ i, q i / √(q i ^ 2 + b ^ 2) * d i := by
  have h : ∀ r : m → ℝ,
      ∑ i, 2 * (∑ k, r k * A k i) * d i = ∑ k, 2 * r k * (A *ᵥ d) k := by
    intro r
    simp only [Matrix.mulVec, dotProduct, Finset.mul_sum, Finset.sum_mul]
    rw [Finset.sum_comm]
    exact Finset.sum_congr rfl fun k _ => Finset.sum_congr rfl fun i _ => by ring
  simp only [chargeGradient, add_mul, Finset.sum_add_distrib]
  rw [h (fun k => (A *ᵥ q) k - v k), Finset.mul_sum]
  simp only [mul_assoc]

/-- For `a, b > 0` the objective lies strictly above each of its tangent planes, except
at the point of contact. -/
theorem objective_tangent (A : Matrix m n ℝ) (v : m → ℝ) {a b : ℝ} (ha : 0 < a)
    (hb : 0 < b) {q p : n → ℝ} (hqp : q ≠ p) :
    objective A v a b q + ∑ i, chargeGradient A v a b q i * (p i - q i) <
      objective A v a b p := by
  have h1 := gradient_pairing A v a b q (p - q)
  simp only [Matrix.mulVec_sub, Pi.sub_apply] at h1
  have h2 : ∑ k, ((A *ᵥ q) k - v k) ^ 2 +
      ∑ k, 2 * ((A *ᵥ q) k - v k) * ((A *ᵥ p) k - (A *ᵥ q) k) ≤
      ∑ k, ((A *ᵥ p) k - v k) ^ 2 := by
    rw [← Finset.sum_add_distrib]
    exact Finset.sum_le_sum fun k _ => by nlinarith [sq_nonneg ((A *ᵥ p) k - (A *ᵥ q) k)]
  have h3 : ∑ i, (√(q i ^ 2 + b ^ 2) - b) +
      ∑ i, q i / √(q i ^ 2 + b ^ 2) * (p i - q i) < ∑ i, (√(p i ^ 2 + b ^ 2) - b) := by
    rw [← Finset.sum_add_distrib]
    obtain ⟨j, hj⟩ := Function.ne_iff.mp hqp
    refine Finset.sum_lt_sum (fun i _ => ?_)
      ⟨j, Finset.mem_univ j, by linarith [hyperbola_tangent hb hj]⟩
    rcases eq_or_ne (q i) (p i) with h | h
    · simp [h]
    · linarith [hyperbola_tangent hb h]
  have h4 := mul_lt_mul_of_pos_left h3 ha
  rw [mul_add] at h4
  rw [h1]
  unfold objective misfit restraint
  linarith

/-- For `b > 0` the derivative of the objective along a change `d` of the charges is the
pairing of `d` with the gradient. -/
theorem objective_hasDerivAt (A : Matrix m n ℝ) (v : m → ℝ) (a : ℝ) {b : ℝ}
    (hb : 0 < b) (q d : n → ℝ) :
    HasDerivAt (fun t : ℝ => objective A v a b (q + t • d))
      (∑ i, chargeGradient A v a b q i * d i) 0 := by
  have line : ∀ x c : ℝ, HasDerivAt (fun t : ℝ => x + t * c) c 0 := fun x c =>
    (((hasDerivAt_id' (0 : ℝ)).mul_const c).const_add x).congr_deriv (one_mul c)
  rw [gradient_pairing]
  unfold objective misfit restraint
  simp only [Matrix.mulVec_add, Matrix.mulVec_smul, Pi.add_apply, Pi.smul_apply, smul_eq_mul]
  refine HasDerivAt.fun_add (HasDerivAt.fun_sum fun k _ => ?_)
    (HasDerivAt.const_mul a (HasDerivAt.fun_sum fun i _ => ?_))
  · refine (((line ((A *ᵥ q) k) ((A *ᵥ d) k)).sub_const (v k)).fun_pow 2).congr_deriv ?_
    simp only [zero_mul, add_zero, Nat.cast_ofNat, Nat.reduceSub, pow_one]
  · have hne : (q i + 0 * d i) ^ 2 + b ^ 2 ≠ 0 := by positivity
    refine (((((line (q i) (d i)).fun_pow 2).add_const (b ^ 2)).sqrt hne).sub_const
      b).congr_deriv ?_
    simp only [zero_mul, add_zero, Nat.cast_ofNat, Nat.reduceSub, pow_one]
    ring

/-- For `a, b > 0`, charges `q` are RESP charges exactly when they have total `Q` and the
gradient has the same value on every atom. -/
theorem isRESP_iff (A : Matrix m n ℝ) (v : m → ℝ) (Q : ℝ) {a b : ℝ} (ha : 0 < a)
    (hb : 0 < b) (q : n → ℝ) :
    IsRESP A v Q a b q ↔ ∑ i, q i = Q ∧
      ∀ i j, chargeGradient A v a b q i = chargeGradient A v a b q j := by
  classical
  constructor
  · rintro ⟨hQ, hmin⟩
    refine ⟨hQ, fun i j => ?_⟩
    -- the derivative vanishes along every change that conserves the total charge
    have key : ∀ d : n → ℝ, ∑ k, d k = 0 → ∑ k, chargeGradient A v a b q k * d k = 0 := by
      intro d hd
      refine IsLocalMin.hasDerivAt_eq_zero (Filter.Eventually.of_forall fun t => ?_)
        (objective_hasDerivAt A v a hb q d)
      simp only [zero_smul, add_zero]
      refine hmin _ ?_
      simp [Finset.sum_add_distrib, ← Finset.mul_sum, hd, hQ]
    -- move charge from atom j to atom i
    have h := key (fun k => (if k = i then 1 else 0) - (if k = j then 1 else 0))
      (by simp [Finset.sum_sub_distrib])
    simp [mul_sub, Finset.sum_sub_distrib] at h
    linarith
  · rintro ⟨hQ, hg⟩
    refine ⟨hQ, fun p hp => ?_⟩
    rcases eq_or_ne q p with rfl | hne
    · exact le_rfl
    · obtain ⟨j, -⟩ := Function.ne_iff.mp hne
      have h0 : ∑ i, chargeGradient A v a b q i * (p i - q i) = 0 := by
        simp only [fun i => hg i j]
        rw [← Finset.mul_sum, Finset.sum_sub_distrib, hp, hQ, sub_self, mul_zero]
      linarith [objective_tangent A v ha hb hne]

/-- For `a, b > 0` the value of the objective bounds the magnitude of every charge. -/
theorem charge_bound (A : Matrix m n ℝ) (v : m → ℝ) {a b : ℝ} (ha : 0 < a) (hb : 0 < b)
    (p : n → ℝ) (i : n) : |p i| ≤ objective A v a b p / a + b := by
  have h1 : √(p i ^ 2 + b ^ 2) - b ≤ ∑ j, (√(p j ^ 2 + b ^ 2) - b) :=
    Finset.single_le_sum (f := fun j => √(p j ^ 2 + b ^ 2) - b)
      (fun j _ => sub_nonneg.2 ((le_abs_self b).trans
        (Real.abs_le_sqrt (by linarith [sq_nonneg (p j)])))) (Finset.mem_univ i)
  have h2 : |p i| ≤ √(p i ^ 2 + b ^ 2) := Real.abs_le_sqrt (by linarith [pow_pos hb 2])
  have h3 : 0 ≤ misfit A v p := Finset.sum_nonneg fun k _ => sq_nonneg _
  have h4 := mul_le_mul_of_nonneg_left
    (show |p i| - b ≤ ∑ j, (√(p j ^ 2 + b ^ 2) - b) by linarith) ha.le
  have h5 : |p i| - b ≤ objective A v a b p / a := by
    rw [le_div_iff₀ ha]
    unfold objective restraint
    linarith
  linarith

/-- For at least one atom and `a, b > 0`, there is exactly one set of RESP charges, for
every matrix `A`, potential `v` and total charge `Q`. -/
theorem existsUnique_isRESP [Nonempty n] (A : Matrix m n ℝ) (v : m → ℝ) (Q : ℝ) {a b : ℝ}
    (ha : 0 < a) (hb : 0 < b) : ∃! q : n → ℝ, IsRESP A v Q a b q := by
  classical
  have hcont : Continuous (fun q : n → ℝ => objective A v a b q) := by
    unfold objective misfit restraint
    simp only [Matrix.mulVec, dotProduct]
    fun_prop
  -- all charge on one atom: a trial point that fixes the size of the search box
  obtain ⟨q₀, hq₀⟩ : ∃ q₀ : n → ℝ, ∑ i, q₀ i = Q :=
    ⟨fun i => if i = Classical.arbitrary n then Q else 0, by simp⟩
  let R := objective A v a b q₀ / a + b
  have hbox : ∀ p : n → ℝ, objective A v a b p ≤ objective A v a b q₀ →
      p ∈ Set.Icc (fun _ : n => -R) (fun _ => R) := by
    intro p hp
    have h : ∀ i, |p i| ≤ R := fun i => (charge_bound A v ha hb p i).trans
      (add_le_add (div_le_div_of_nonneg_right hp ha.le) le_rfl)
    exact ⟨fun i => (abs_le.1 (h i)).1, fun i => (abs_le.1 (h i)).2⟩
  have hclosed : IsClosed {p : n → ℝ | ∑ i, p i = Q} :=
    isClosed_eq (by fun_prop) continuous_const
  obtain ⟨q, hq, hmin⟩ := (isCompact_Icc.inter_left hclosed).exists_isMinOn
    ⟨q₀, hq₀, hbox q₀ le_rfl⟩ hcont.continuousOn
  have hall : ∀ p : n → ℝ, ∑ i, p i = Q → objective A v a b q ≤ objective A v a b p := by
    intro p hp
    rcases le_total (objective A v a b p) (objective A v a b q₀) with h | h
    · exact hmin ⟨hp, hbox p h⟩
    · exact le_trans (hmin ⟨hq₀, hbox q₀ le_rfl⟩) h
  refine ⟨q, ⟨hq.1, hall⟩, fun p hp => ?_⟩
  -- q would lie strictly above the tangent plane at a second minimiser p
  by_contra hne
  have hg := ((isRESP_iff A v Q ha hb p).1 hp).2
  have h0 : ∑ i, chargeGradient A v a b p i * (q i - p i) = 0 := by
    simp only [fun i => hg i (Classical.arbitrary n)]
    rw [← Finset.mul_sum, Finset.sum_sub_distrib, hq.1, hp.1, sub_self, mul_zero]
  linarith [objective_tangent A v ha hb hne, hall p hp.1]

/-- For `a, b > 0`, if a permutation `σ` of the atoms together with a permutation `τ` of
the probe points leaves `A` and `v` unchanged, atoms related by `σ` have equal RESP charges. -/
theorem equivalent_atoms (A : Matrix m n ℝ) (v : m → ℝ) (Q : ℝ) {a b : ℝ} (ha : 0 < a)
    (hb : 0 < b) (σ : n ≃ n) (τ : m ≃ m) (hA : ∀ k i, A (τ k) (σ i) = A k i)
    (hv : ∀ k, v (τ k) = v k) {q : n → ℝ} (hq : IsRESP A v Q a b q) (i : n) :
    q (σ i) = q i := by
  have : Nonempty n := ⟨i⟩
  have hpot : ∀ k, (A *ᵥ fun j => q (σ j)) k = (A *ᵥ q) (τ k) := by
    intro k
    simp only [Matrix.mulVec, dotProduct]
    rw [← Equiv.sum_comp σ (fun j => A (τ k) j * q j)]
    simp only [hA]
  have hobj : objective A v a b (fun j => q (σ j)) = objective A v a b q := by
    unfold objective misfit restraint
    rw [← Equiv.sum_comp τ (fun k => ((A *ᵥ q) k - v k) ^ 2),
      ← Equiv.sum_comp σ (fun j => √(q j ^ 2 + b ^ 2) - b)]
    simp only [hpot, hv]
  have hσ : IsRESP A v Q a b (fun j => q (σ j)) :=
    ⟨(Equiv.sum_comp σ q).trans hq.1, fun p hp => hobj.trans_le (hq.2 p hp)⟩
  exact congrFun ((existsUnique_isRESP A v Q ha hb).unique hσ hq) i

/-- At width `b = 0` and strength `a > 0` uniqueness can fail: for two atoms at unit distance from a
single probe point, a unit charge on either atom alone is a minimiser with total charge 1. -/
theorem not_unique_at_zero_width (v : Fin 1 → ℝ) {a : ℝ} (ha : 0 < a) :
    IsRESP !![1, 1] v 1 a 0 ![1, 0] ∧ IsRESP !![1, 1] v 1 a 0 ![0, 1] := by
  have hobj : ∀ p : Fin 2 → ℝ, objective !![1, 1] v a 0 p =
      (p 0 + p 1 - v 0) ^ 2 + a * (|p 0| + |p 1|) := by
    intro p
    simp [objective, misfit, restraint, Matrix.mulVec, dotProduct, Fin.sum_univ_two,
      Real.sqrt_sq_eq_abs]
  have hmin : ∀ p : Fin 2 → ℝ, ∑ i, p i = 1 →
      (1 - v 0) ^ 2 + a ≤ objective !![1, 1] v a 0 p := by
    intro p hp
    rw [Fin.sum_univ_two] at hp
    rw [hobj, hp]
    have h : 1 ≤ |p 0| + |p 1| := by linarith [le_abs_self (p 0), le_abs_self (p 1)]
    nlinarith
  refine ⟨⟨by simp, fun p hp => le_trans (le_of_eq ?_) (hmin p hp)⟩,
    ⟨by simp, fun p hp => le_trans (le_of_eq ?_) (hmin p hp)⟩⟩
  · rw [hobj]
    simp
  · rw [hobj]
    simp

end

end RESPCharges
```

```lean
#print axioms RESPCharges.equivalent_atoms
#print axioms RESPCharges.not_unique_at_zero_width
```

```
'RESPCharges.equivalent_atoms' depends on axioms: [propext, Classical.choice, Quot.sound]
'RESPCharges.not_unique_at_zero_width' depends on axioms: [propext, Classical.choice, Quot.sound]
```

The finite types `m` and `n` label probe points and atoms, and `A *ᵥ q` is the fitted potential. `IsRESP` says that `q` has total `Q` and that no charge vector with that total has a lower objective. The main theorem, `existsUnique_isRESP`, states with `∃!` that exactly one such `q` exists. Its hypothesis `[Nonempty n]` supplies an atom to carry the charge. The vector `q₀` in its proof is the trial point, not a target charge of the restraint.

In `hyperbola_tangent`, the step `key` is the strict Cauchy–Schwarz inequality, obtained by comparing squares. `gradient_pairing` exchanges the sums, and `objective_tangent` adds the misfit inequality `h2` to the strict restraint inequality `h3`. `chargeGradient` is defined by a formula; `objective_hasDerivAt` proves that it gives the directional derivatives of the objective.

`isRESP_iff` applies the vanishing derivative at a minimum to a transfer of charge between two atoms, and uses the tangent inequality for the converse. `charge_bound` supplies the box. `existsUnique_isRESP` intersects that box with the closed set of charges of total `Q`, takes a minimum by compactness, and rules out a second minimiser with `objective_tangent`. `equivalent_atoms` and `not_unique_at_zero_width` are the symmetry result and the two-atom example.

## Unrestrained hydrogens, asymmetric grids and solver error

The model assumes that every atom carries the restraint, with the same $a$ and $b$, and that the total charge is the only constraint. Many RESP protocols leave hydrogens unrestrained or impose further equalities between charges. With two or more unrestrained atoms and no constraint besides the total charge, uniqueness needs a condition on $A$: if two of them have identical columns, charge can move between them without changing the objective.

The theorem on equal charges for equivalent atoms assumes that the probe points and the reference potential share the symmetry. A molecule may be symmetric while its grid isn't, and then `equivalent_atoms` doesn't apply.

The matrix is arbitrary, so existence and uniqueness don't depend on how the grid was built, although the charges themselves can. The misfit is a plain sum over points; a code that averages over them must rescale $a$ to match.

The theorems concern real numbers and the exact minimiser. They give neither convergence of a particular iteration nor a bound on the charge error in terms of the spread of the $g_i$. Nor does uniqueness say that the charges are physically good or that they vary little between conformations.
